# The Dirac-matrix part of the Breit interaction squares to $6-4\,\Sigma^{(1)}\!\cdot\Sigma^{(2)}+2(\Sigma^{(1)}\!\cdot n)(\Sigma^{(2)}\!\cdot n)$

When the lower components are eliminated from the two-electron Dirac equation with the full Breit interaction in it, the square of that interaction turns up and has to be evaluated as an operator on the two spins. In Gaussian units the interaction is $-\frac{e^2}{2r}W$, with

$$W=\alpha^{(1)}\!\cdot\alpha^{(2)}+(\alpha^{(1)}\!\cdot n)(\alpha^{(2)}\!\cdot n).$$

Here $e$ is the elementary charge, $r$ the distance between the electrons, $n$ the unit vector along their separation, and $\alpha^{(1)},\alpha^{(2)}$ the Dirac matrix vectors of the two particles. $W$ couples the states with both electrons in upper components to those with both in lower components, about $4mc^2$ away for electron mass $m$ and speed of light $c$. To leading order the elimination therefore produces the term

$$\frac{e^4}{16\,mc^2r^2}\,W^2 .$$

This is Breit's spurious term. It comes from treating the negative-energy states as empty, and it is left out of the Breit–Pauli Hamiltonian. The algebra below gives its spin structure at a fixed direction $n$; the prefactor, the elimination and the argument for discarding the term belong to the physics around it.

## Dirac matrices of one particle

The one-particle matrices are complex and square, with rows and columns labelled by a finite type `ι`. Four labels give the usual Dirac case.

```lean
import Mathlib

open Matrix
open scoped Kronecker

namespace BreitOperatorSquare

noncomputable section

variable {ι : Type*} [Fintype ι] [DecidableEq ι]
```

Cartesian indices run over $0,1,2$, as in Lean's `Fin 3`, and are added modulo 3. The relations needed are

$$\alpha_i^2=1,\qquad \alpha_{i+1}\alpha_i=-\alpha_i\alpha_{i+1},\qquad \beta\alpha_i=-\alpha_i\beta .$$

The middle relation, taken cyclically, covers all three pairs. Neither hermiticity nor $\beta^2=1$ is required, since no step uses them.

```lean
/-- The Dirac relations needed here: the three `α` square to one and anticommute with each other
(the three pairs are listed cyclically), and `β` anticommutes with each of them. -/
structure IsDirac (α : Fin 3 → Matrix ι ι ℂ) (β : Matrix ι ι ℂ) : Prop where
  alpha_sq : ∀ i, α i * α i = 1
  alpha_anti : ∀ i, α (i + 1) * α i = -(α i * α (i + 1))

  beta_anti : ∀ i, β * α i = -(α i * β)
```

The spin matrices are $\Sigma_i=-i\,\alpha_{i+1}\alpha_{i+2}$, where the $i$ in front is the imaginary unit. Thus $\Sigma_0=-i\alpha_1\alpha_2$, and the other two follow cyclically.

```lean
/-- The spin matrices `Σᵢ = -i αᵢ₊₁ αᵢ₊₂` formed from `α`, with indices 0, 1, 2 added modulo 3. -/
def spin (α : Fin 3 → Matrix ι ι ℂ) (i : Fin 3) : Matrix ι ι ℂ :=
  (-Complex.I) • (α (i + 1) * α (i + 2))
```

## Two particles and their couplings

A matrix $A$ acts on the pair as $A^{(1)}=A\otimes1$ or $A^{(2)}=1\otimes A$. With four components per particle these are $16\times16$ matrices. Both particles use the same set of Dirac matrices, and no antisymmetry of the wave function is imposed.

```lean
/-- A one-particle matrix acting on particle 1 of a pair. -/
def on1 (A : Matrix ι ι ℂ) : Matrix (ι × ι) (ι × ι) ℂ := A ⊗ₖ (1 : Matrix ι ι ℂ)

/-- A one-particle matrix acting on particle 2 of a pair. -/
def on2 (A : Matrix ι ι ℂ) : Matrix (ι × ι) (ι × ι) ℂ := (1 : Matrix ι ι ℂ) ⊗ₖ A
```

The two parts of $W$ are the scalar product and the product of components along $n$. Both are defined for any vector of matrices, so that they serve for $\Sigma$ as well as for $\alpha$.

```lean
/-- The scalar product `A⁽¹⁾ · A⁽²⁾` of a vector of matrices on the two particles. -/
def dot12 (A : Fin 3 → Matrix ι ι ℂ) : Matrix (ι × ι) (ι × ι) ℂ :=
  ∑ i, on1 (A i) * on2 (A i)

/-- The product `(A⁽¹⁾ · n)(A⁽²⁾ · n)`; for a unit vector `n` its factors are the components along
`n`. -/
def along12 (A : Fin 3 → Matrix ι ι ℂ) (n : Fin 3 → ℝ) : Matrix (ι × ι) (ι × ι) ℂ :=
  (∑ i, (n i : ℂ) • on1 (A i)) * (∑ j, (n j : ℂ) • on2 (A j))
```

Their sum for $\alpha$ is $W$, called `breit`. It contains no charge and no radial function. The vector $n$ is real, and its length is left free until it matters.

```lean
/-- The operator `α⁽¹⁾ · α⁽²⁾ + (α⁽¹⁾ · n)(α⁽²⁾ · n)`. For Dirac matrices and a unit vector `n`
along the separation it is the matrix part of the Breit interaction. -/
def breit (α : Fin 3 → Matrix ι ι ℂ) (n : Fin 3 → ℝ) : Matrix (ι × ι) (ι × ι) ℂ :=
  dot12 α + along12 α n
```

The square is easier to find for a general coupling $\sum_{ij}M_{ij}A_i^{(1)}A_j^{(2)}$ with complex coefficients $M_{ij}$.

```lean
/-- The general bilinear coupling `∑ Mᵢⱼ Aᵢ⁽¹⁾ Aⱼ⁽²⁾` of two particles. -/
def pairing (A : Fin 3 → Matrix ι ι ℂ) (M : Fin 3 → Fin 3 → ℂ) :
    Matrix (ι × ι) (ι × ι) ℂ :=
  ∑ i, ∑ j, M i j • (on1 (A i) * on2 (A j))
```

The answer involves the cofactors of $M$,

$$C_{ij}=M_{i+1,j+1}M_{i+2,j+2}-M_{i+1,j+2}M_{i+2,j+1},$$

in which the cyclic indices take care of the signs.

```lean
/-- The cofactors of a 3 by 3 tensor, written with cyclic indices. -/
def cofactor (M : Fin 3 → Fin 3 → ℂ) (i j : Fin 3) : ℂ :=
  M (i + 1) (j + 1) * M (i + 2) (j + 2) - M (i + 1) (j + 2) * M (i + 2) (j + 1)
```

The Breit case belongs to the family $M_{ij}=a\,\delta_{ij}+b\,n_in_j$, with numbers $a$ and $b$.

```lean
/-- The tensor `a δᵢⱼ + b nᵢ nⱼ`. -/
def lineTensor (a b : ℂ) (n : Fin 3 → ℝ) (i j : Fin 3) : ℂ :=
  (if i = j then a else 0) + b * ((n i : ℂ) * (n j : ℂ))
```

## Squaring an arbitrary coupling

Matrices of different particles multiply independently: $A^{(1)}B^{(2)}=A\otimes B$.

```lean
/-- A matrix on particle 1 times a matrix on particle 2 is their Kronecker product. -/
theorem on1_mul_on2 (A B : Matrix ι ι ℂ) : on1 A * on2 B = A ⊗ₖ B := by
  rw [on1, on2, ← Matrix.mul_kronecker_mul, mul_one, one_mul]
```

The square of the general coupling is therefore

$$\Big(\sum_{ij}M_{ij}\,\alpha_i\otimes\alpha_j\Big)^2=\sum_{ijkl}M_{ij}M_{kl}\;\alpha_i\alpha_k\otimes\alpha_j\alpha_l .$$

The terms fall into three groups.

- For $i=k$ and $j=l$ both factors are 1, which leaves $\sum_{ij}M_{ij}^2$.
- If just one of the two pairs coincides, say $i=k$ but $j\neq l$, the coefficient $M_{ij}M_{il}$ is symmetric in $j,l$ while $\alpha_j\alpha_l$ is antisymmetric. These terms cancel in pairs.
- If both pairs differ, each product is a spin matrix up to a factor, because $\alpha_{p+1}\alpha_{p+2}=i\Sigma_p$ and the reversed order changes the sign. For given $p$ and $q$, four terms contribute to $\Sigma_p\otimes\Sigma_q$. Their coefficients add up to $2C_{pq}$, and the two imaginary units multiply to $-1$.

Hence

$$\Big(\sum_{ij}M_{ij}\alpha_i^{(1)}\alpha_j^{(2)}\Big)^2=\sum_{ij}M_{ij}^2-2\sum_{pq}C_{pq}\Sigma_p^{(1)}\Sigma_q^{(2)} .$$

In the Lean proof, `t0`, `t1` and `t2` bring every product of two different $\alpha$ into cyclic order, and `hs` combines the two factors $-i$ of a spin pair. The call to `simp only` multiplies out all 81 terms, and `module` collects their coefficients, which is where the mixed terms cancel.

```lean
/-- For Dirac matrices, the square of any bilinear coupling of `α⁽¹⁾` and `α⁽²⁾` is a number
minus twice the coupling of the spins through the cofactor tensor. -/
theorem pairing_sq {α : Fin 3 → Matrix ι ι ℂ} {β : Matrix ι ι ℂ} (hD : IsDirac α β)
    (M : Fin 3 → Fin 3 → ℂ) :
    pairing α M ^ 2 = (∑ i, ∑ j, M i j ^ 2) • (1 : Matrix (ι × ι) (ι × ι) ℂ)
      - (2 : ℂ) • pairing (spin α) (cofactor M) := by
  -- the multiplication table of the `α`
  have t0 : α 1 * α 0 = (-1 : ℂ) • (α 0 * α 1) := by
    rw [neg_one_smul]; exact hD.alpha_anti 0
  have t1 : α 2 * α 1 = (-1 : ℂ) • (α 1 * α 2) := by
    rw [neg_one_smul]; exact hD.alpha_anti 1
  have t2 : α 0 * α 2 = (-1 : ℂ) • (α 2 * α 0) := by
    rw [neg_one_smul]; exact hD.alpha_anti 2
  -- the two factors `-i` of a spin-spin product combine to `-1`
  have hs : ∀ i j, spin α i ⊗ₖ spin α j
      = (-1 : ℂ) • ((α (i + 1) * α (i + 2)) ⊗ₖ (α (j + 1) * α (j + 2))) := by
    intro i j
    rw [spin, spin, Matrix.smul_kronecker, Matrix.kronecker_smul, smul_smul,
      neg_mul_neg, Complex.I_mul_I]
  have e1 : (0 : Fin 3) + 1 = 1 := rfl
  have e2 : (0 : Fin 3) + 2 = 2 := rfl
  have e3 : (1 : Fin 3) + 1 = 2 := rfl
  have e4 : (1 : Fin 3) + 2 = 0 := rfl
  have e5 : (2 : Fin 3) + 1 = 0 := rfl
  have e6 : (2 : Fin 3) + 2 = 1 := rfl
  rw [sq]
  simp only [pairing, on1_mul_on2, hs, cofactor, Fin.sum_univ_three, e1, e2, e3, e4, e5, e6,
    add_mul, mul_add, smul_mul_assoc, mul_smul_comm, ← Matrix.mul_kronecker_mul,
    hD.alpha_sq, t0, t1, t2, Matrix.smul_kronecker, Matrix.kronecker_smul,
    Matrix.one_kronecker_one]
  module
```

## The coupling tensor of the Breit interaction

For $M=a\,\delta+b\,nn$, a diagonal cofactor is

$$C_{00}=(a+bn_1^2)(a+bn_2^2)-b^2n_1^2n_2^2=a(a+b|n|^2)-ab\,n_0^2 ,$$

and an off-diagonal one is

$$C_{01}=b^2n_1n_2\,n_2n_0-b\,n_1n_0\,(a+bn_2^2)=-ab\,n_0n_1 .$$

The other entries follow the same pattern, so $C=a(a+b|n|^2)\,\delta-ab\,nn$, again a member of the family. Lean checks the nine entries one by one with `ring`.

```lean
/-- The cofactor tensor of `a δ + b n n` is `a (a + b |n|²) δ - a b n n`. -/
theorem cofactor_lineTensor (a b : ℂ) (n : Fin 3 → ℝ) :
    cofactor (lineTensor a b n)
      = lineTensor (a * (a + b * ∑ k, (n k : ℂ) ^ 2)) (-(a * b)) n := by
  funext i j
  fin_cases i <;> fin_cases j <;> simp [cofactor, lineTensor, Fin.sum_univ_three] <;> ring
```

Inserting such a tensor into the coupling returns the two familiar operators, $a\,A^{(1)}\!\cdot A^{(2)}+b\,(A^{(1)}\!\cdot n)(A^{(2)}\!\cdot n)$. The Kronecker delta removes one of the two sums, and the $nn$ part factorises.

```lean
/-- Coupling through `a δ + b n n` gives `a A⁽¹⁾ · A⁽²⁾ + b (A⁽¹⁾ · n)(A⁽²⁾ · n)`. -/
theorem pairing_lineTensor (A : Fin 3 → Matrix ι ι ℂ) (a b : ℂ) (n : Fin 3 → ℝ) :
    pairing A (lineTensor a b n) = a • dot12 A + b • along12 A n := by
  simp only [pairing, lineTensor, dot12, along12, add_smul, Finset.sum_add_distrib, ite_smul,
    zero_smul, Finset.sum_ite_eq, Finset.mem_univ, if_true, Finset.smul_sum,
    Finset.sum_mul_sum, smul_mul_smul_comm, smul_smul]
```

In particular, $W$ is the coupling with $a=b=1$.

```lean
/-- The Breit operator is the coupling of `α⁽¹⁾` and `α⁽²⁾` through the tensor `δ + n n`. -/
theorem breit_eq_pairing (α : Fin 3 → Matrix ι ι ℂ) (n : Fin 3 → ℝ) :
    breit α n = pairing α (lineTensor 1 1 n) := by
  rw [pairing_lineTensor, one_smul, one_smul, breit]
```

## The coefficients 6, −4 and 2

Now let $|n|=1$. The number in front of the identity is

$$\sum_{ij}(\delta_{ij}+n_in_j)^2=3+2|n|^2+|n|^4=6 ,$$

and the cofactor tensor is $2\delta-nn$. The general square then becomes

$$W^2=6-2\big[2\,\Sigma^{(1)}\!\cdot\Sigma^{(2)}-(\Sigma^{(1)}\!\cdot n)(\Sigma^{(2)}\!\cdot n)\big]=6-4\,\Sigma^{(1)}\!\cdot\Sigma^{(2)}+2(\Sigma^{(1)}\!\cdot n)(\Sigma^{(2)}\!\cdot n).$$

The theorem `breit_sq` says this for every set of matrices with `IsDirac α β` and every real `n` whose squared components sum to 1, the hypothesis `hn`. In the proof, `hc` carries the unit length over to complex numbers and `h6` is the sum above. One rewriting line then chains the previous results.

```lean
/-- For Dirac matrices and a real unit vector `n`, the square of the Breit operator is
`6 - 4 Σ⁽¹⁾ · Σ⁽²⁾ + 2 (Σ⁽¹⁾ · n)(Σ⁽²⁾ · n)`. -/
theorem breit_sq {α : Fin 3 → Matrix ι ι ℂ} {β : Matrix ι ι ℂ} (hD : IsDirac α β)
    {n : Fin 3 → ℝ} (hn : ∑ i, n i ^ 2 = 1) :
    breit α n ^ 2 = (6 : ℂ) • (1 : Matrix (ι × ι) (ι × ι) ℂ)
      - (4 : ℂ) • dot12 (spin α) + (2 : ℂ) • along12 (spin α) n := by
  have hc : ∑ i, (n i : ℂ) ^ 2 = 1 := by exact_mod_cast hn
  -- the number in front of the identity
  have h6 : ∑ i, ∑ j, lineTensor 1 1 n i j ^ 2 = 6 := by
    have h := hc
    rw [Fin.sum_univ_three] at h
    simp [lineTensor, Fin.sum_univ_three]
    linear_combination ((n 0 : ℂ) ^ 2 + (n 1 : ℂ) ^ 2 + (n 2 : ℂ) ^ 2 + 3) * h
  rw [breit_eq_pairing, pairing_sq hD, cofactor_lineTensor, pairing_lineTensor, h6, hc]
  module
```

The unit length is needed. For $n=0$ the operator is $W=\alpha^{(1)}\!\cdot\alpha^{(2)}$, and the general square with $M=\delta$ gives $W^2=3-2\,\Sigma^{(1)}\!\cdot\Sigma^{(2)}$, half of what the formula would say. In the standard representation, take both electrons in the first upper component, spin up. There $\Sigma^{(1)}\!\cdot\Sigma^{(2)}$ has the value 1, so $W^2$ gives 1 where the formula would give 2.

## Upper and lower components

Every term of $W$ contains exactly one $\alpha$ of each particle. Moving $\beta^{(1)}$ through such a term gives one sign change, from its own particle:

$$\beta^{(1)}\alpha_i^{(1)}\alpha_j^{(2)}=-\alpha_i^{(1)}\beta^{(1)}\alpha_j^{(2)}=-\alpha_i^{(1)}\alpha_j^{(2)}\beta^{(1)} .$$

For $\beta^{(2)}$ the sign comes from $\alpha_j^{(2)}$ instead. So $W$ anticommutes with each $\beta$ separately, whatever the length of $n$. In the standard representation $\beta$ is $+1$ on upper and $-1$ on lower components, which is why $W$ moves both electrons at once from upper to lower.

In the code, `hcomm` exchanges matrices of different particles, `h1` and `h2` supply the sign for each particle, and the sums are compared term by term.

```lean
/-- For Dirac matrices the Breit operator anticommutes with `β⁽¹⁾` and with `β⁽²⁾`. -/
theorem breit_anticomm {α : Fin 3 → Matrix ι ι ℂ} {β : Matrix ι ι ℂ} (hD : IsDirac α β)
    (n : Fin 3 → ℝ) :
    on1 β * breit α n = -(breit α n * on1 β) ∧
      on2 β * breit α n = -(breit α n * on2 β) := by
  have hcomm : ∀ A B : Matrix ι ι ℂ, on1 A * on2 B = on2 B * on1 A := by
    intro A B
    rw [on1_mul_on2, on1, on2, ← Matrix.mul_kronecker_mul, mul_one, one_mul]
  have h1 : ∀ i, on1 β * on1 (α i) = -(on1 (α i) * on1 β) := by
    intro i
    simp only [on1, ← Matrix.mul_kronecker_mul, hD.beta_anti i]
    ext x y
    simp only [Matrix.kroneckerMap_apply, Matrix.neg_apply, neg_mul]
  have h2 : ∀ i, on2 β * on2 (α i) = -(on2 (α i) * on2 β) := by
    intro i
    simp only [on2, ← Matrix.mul_kronecker_mul, hD.beta_anti i]
    ext x y
    simp only [Matrix.kroneckerMap_apply, Matrix.neg_apply, mul_neg]
  rw [breit_eq_pairing]
  simp only [pairing, Finset.mul_sum, Finset.sum_mul, ← Finset.sum_neg_distrib]
  -- each term holds exactly one `α` of each particle
  constructor
  · refine Finset.sum_congr rfl fun i _ => Finset.sum_congr rfl fun j _ => ?_
    rw [mul_smul_comm, smul_mul_assoc, ← smul_neg, ← mul_assoc, h1, neg_mul,
      mul_assoc, hcomm β (α j), ← mul_assoc]
  · refine Finset.sum_congr rfl fun i _ => Finset.sum_congr rfl fun j _ => ?_
    rw [mul_smul_comm, smul_mul_assoc, ← smul_neg, ← mul_assoc, ← hcomm (α i) β,
      mul_assoc, h2, mul_neg, ← mul_assoc]
```

A second factor of $W$ brings a second sign:

$$\beta^{(1)}W^2=-W\beta^{(1)}W=W^2\beta^{(1)},$$

and likewise for $\beta^{(2)}$. The square therefore keeps upper components upper, as a term in an effective Hamiltonian for them must. The auxiliary statement `key` is this line for any two matrices that anticommute.

```lean
/-- For Dirac matrices the square of the Breit operator commutes with `β⁽¹⁾` and `β⁽²⁾`. -/
theorem breit_sq_comm {α : Fin 3 → Matrix ι ι ℂ} {β : Matrix ι ι ℂ} (hD : IsDirac α β)
    (n : Fin 3 → ℝ) :
    on1 β * breit α n ^ 2 = breit α n ^ 2 * on1 β ∧
      on2 β * breit α n ^ 2 = breit α n ^ 2 * on2 β := by
  -- two sign changes cancel
  have key : ∀ b w : Matrix (ι × ι) (ι × ι) ℂ, b * w = -(w * b) → b * w ^ 2 = w ^ 2 * b := by
    intro b w h
    rw [sq, ← mul_assoc, h, neg_mul, mul_assoc, h, mul_neg, neg_neg, mul_assoc]
  exact ⟨key _ _ (breit_anticomm hD n).1, key _ _ (breit_anticomm hD n).2⟩
```

## The standard 4 by 4 matrices

The usual representation has the Pauli matrices in the off-diagonal blocks of $\alpha$, and $\beta=\mathrm{diag}(1,1,-1,-1)$.

```lean
/-- The matrices `α` of the standard 4 by 4 representation. -/
def stdAlpha : Fin 3 → Matrix (Fin 4) (Fin 4) ℂ :=
  ![!![0, 0, 0, 1; 0, 0, 1, 0; 0, 1, 0, 0; 1, 0, 0, 0],
    !![0, 0, 0, -Complex.I; 0, 0, Complex.I, 0; 0, -Complex.I, 0, 0; Complex.I, 0, 0, 0],
    !![0, 0, 1, 0; 0, 0, 0, -1; 1, 0, 0, 0; 0, -1, 0, 0]]

/-- The matrix `β` of the standard 4 by 4 representation. -/
def stdBeta : Matrix (Fin 4) (Fin 4) ℂ :=
  !![1, 0, 0, 0; 0, 1, 0, 0; 0, 0, -1, 0; 0, 0, 0, -1]
```

Multiplying the matrices entry by entry confirms the Dirac relations, so all the results above apply to the $16\times16$ operators of two electrons.

```lean
/-- The standard 4 by 4 matrices obey the Dirac relations. -/
theorem isDirac_witness : IsDirac stdAlpha stdBeta := by
  refine ⟨?_, ?_, ?_⟩ <;> intro k <;> fin_cases k <;> ext i j <;> fin_cases i <;>
    fin_cases j <;> simp [stdAlpha, stdBeta, Matrix.mul_apply, Fin.sum_univ_four]
```

The same kind of check shows that each $\Sigma_i$ is the Pauli matrix $\sigma_i$ repeated in two diagonal blocks, with $\sigma_0,\sigma_1,\sigma_2$ standing for the usual $\sigma_x,\sigma_y,\sigma_z$. On the upper components of both electrons, $W^2$ thus acts as $6-4\,\sigma^{(1)}\!\cdot\sigma^{(2)}+2(\sigma^{(1)}\!\cdot n)(\sigma^{(2)}\!\cdot n)$, the form in which the spurious term appears beside the Breit–Pauli spin–spin interaction.

```lean
/-- The spin matrices of the standard representation are the Pauli matrices repeated in two
diagonal blocks. -/
theorem spin_stdAlpha : spin stdAlpha =
    ![!![0, 1, 0, 0; 1, 0, 0, 0; 0, 0, 0, 1; 0, 0, 1, 0],
      !![0, -Complex.I, 0, 0; Complex.I, 0, 0, 0; 0, 0, 0, -Complex.I; 0, 0, Complex.I, 0],
      !![1, 0, 0, 0; 0, -1, 0, 0; 0, 0, 1, 0; 0, 0, 0, -1]] := by
  funext k
  fin_cases k <;> ext i j <;> fin_cases i <;> fin_cases j <;>
    simp [spin, stdAlpha]

end

end BreitOperatorSquare
```

```lean
#print axioms BreitOperatorSquare.breit_sq
-- 'BreitOperatorSquare.breit_sq' depends on axioms: [propext, Classical.choice, Quot.sound]
#print axioms BreitOperatorSquare.breit_sq_comm
-- 'BreitOperatorSquare.breit_sq_comm' depends on axioms: [propext, Classical.choice, Quot.sound]
#print axioms BreitOperatorSquare.spin_stdAlpha
-- 'BreitOperatorSquare.spin_stdAlpha' depends on axioms: [propext, Classical.choice, Quot.sound]
```
